# The PW91 correlation energy per electron vanishes in the limit of infinite reduced gradient

In the PW91 functional the correlation energy per electron is the uniform-gas value `ε` plus a gradient correction `H`, made of a logarithmic part and a Gaussian-damped part. The theorem `correlation_tendsto_zero` states that `ε + H` tends to zero as the reduced gradient `t` goes to infinity with all other parameters held fixed. It assumes that `a`, `b` and `K` are positive, that `ε` is negative, and that `A` has its PW91 value `gasA a b ε`; the remaining coefficients are arbitrary real numbers. The proof shows that the saturating function inside the logarithm tends to `1/A`, so that the logarithmic part tends to `-ε`, and that the Gaussian-damped part tends to zero.

This version doesn't compile in Lean 4 with Mathlib:

```lean
import Mathlib

open Filter Topology

namespace CorrelationTendstoZero

noncomputable section

/-- The saturating function of the squared reduced gradient `u = t²` inside the logarithm
of the PW91 correlation functional. Its denominator is positive for all real `A` and `u`. -/
def sat (A u : ℝ) : ℝ := u * (1 + A * u) / (1 + A * u + A ^ 2 * u ^ 2)

/-- The logarithmic part of the PW91 gradient correction, for nonzero `a` and `b` and wherever the
argument of the logarithm is positive. -/
def H0 (a b A t : ℝ) : ℝ :=
  b ^ 2 / (2 * a) * Real.log (1 + 2 * a / b * sat A (t ^ 2))

/-- The Gaussian-damped part of the PW91 gradient correction. -/
def H1 (v C C0 X K t : ℝ) : ℝ :=
  v * (C - C0 - 3 * X / 7) * (t ^ 2 * Real.exp (-K * t ^ 2))

/-- The PW91 gradient correction to the correlation energy per electron, for nonzero `a` and `b` and
wherever the argument of the logarithm in `H0` is positive. -/
def H (a b A v C C0 X K t : ℝ) : ℝ := H0 a b A t + H1 v C C0 X K t

/-- The parameter `A` of PW91 as a function of the uniform-gas correlation energy `ε`,
for nonzero `a`, `b` and `ε`. -/
def gasA (a b ε : ℝ) : ℝ := (2 * a / b) / (Real.exp (-2 * a * ε / b ^ 2) - 1)

/-- For `A > 0` the saturating function lies below `1/A` by an explicit positive amount. -/
theorem sat_eq {A : ℝ} (hA : 0 < A) (u : ℝ) :
    sat A u = 1 / A - 1 / A * (1 + A * u + A ^ 2 * u ^ 2)⁻¹ ∧
      0 < 1 / A * (1 + A * u + A ^ 2 * u ^ 2)⁻¹ := by
  have hD : 0 < 1 + A * u + A ^ 2 * u ^ 2 := by
    nlinarith [sq_nonneg (1 + 2 * (A * u))]
  refine ⟨?_, by positivity⟩
  have hA' := hA.ne'
  have hD' := hD.ne'
  rw [sat, div_eq_iff hD', sub_mul, mul_assoc (1 / A), inv_mul_cancel₀ hD']
  field_simp
  ring

/-- For `a, b > 0` and a negative uniform-gas correlation energy `ε`, the PW91 parameter `A`
is positive and satisfies `1 + (2a/b)/A = exp(-2aε/b²)`. -/
theorem gasA_spec {a b ε : ℝ} (ha : 0 < a) (hb : 0 < b) (hε : ε < 0) :
    0 < gasA a b ε ∧
      1 + 2 * a / b * (1 / gasA a b ε) = Real.exp (-2 * a * ε / b ^ 2) := by
  have hx : 0 < -2 * a * ε / b ^ 2 :=
    div_pos (by nlinarith [mul_pos ha (neg_pos.2 hε)]) (by positivity)
  have he : 0 < Real.exp (-2 * a * ε / b ^ 2) - 1 := by
    linarith [Real.add_one_le_exp (-2 * a * ε / b ^ 2)]
  have key : ∀ q E : ℝ, q ≠ 0 → 1 + q * (1 / (q / (E - 1))) = E := by
    intro q E hq
    rw [one_div_div]
    have h : q * ((E - 1) / q) = E - 1 := by field_simp
    linarith
  exact ⟨div_pos (by positivity) he, key _ _ (by positivity)⟩

/-- For `a, b, K > 0`, `ε < 0` and `A` at its PW91 value `gasA a b ε`, the correlation energy per
electron `ε + H(t)` tends to zero as the reduced gradient tends to infinity. -/
theorem correlation_tendsto_zero {a b ε K : ℝ} (v C C0 X : ℝ)
    (ha : 0 < a) (hb : 0 < b) (hε : ε < 0) (hK : 0 < K) :
    Tendsto (fun t => ε + H a b (gasA a b ε) v C C0 X K t) atTop (𝓝 0) := by
  obtain ⟨hA, hexp⟩ := gasA_spec ha hb hε
  have hsq : Tendsto (fun t : ℝ => t ^ 2) atTop atTop := tendsto_pow_atTop two_ne_zero
  -- the saturating function reaches 1/A
  have hD : Tendsto (fun u : ℝ => 1 + gasA a b ε * u + gasA a b ε ^ 2 * u ^ 2)
      atTop atTop :=
    tendsto_atTop_mono (fun u => by nlinarith [sq_nonneg (gasA a b ε * u)])
      (Tendsto.const_mul_atTop hA tendsto_id)
  have hs : Tendsto (sat (gasA a b ε)) atTop (𝓝 (1 / gasA a b ε)) := by
    have h := ((tendsto_inv_atTop_zero.comp hD).const_mul
      (1 / gasA a b ε)).const_sub (1 / gasA a b ε)
    rw [mul_zero, sub_zero] at h
    exact h.congr (fun u => (sat_eq hA u).1.symm)
  have h0 := ((((hs.comp hsq).const_mul (2 * a / b)).const_add 1).log
    (by rw [hexp]; exact (Real.exp_pos _).ne')).const_mul (b ^ 2 / (2 * a))
  have hfin : b ^ 2 / (2 * a) * (-2 * a * ε / b ^ 2) = -ε := by field_simp
  rw [hexp, Real.log_exp, hfin] at h0
  -- the Gaussian term dies out
  have hg := ((Real.tendsto_pow_mul_exp_neg_atTop_nhds_zero 1).comp
    (Tendsto.const_mul_atTop hK hsq)).const_mul (v * (C - C0 - 3 * X / 7) / K)
  have h1 : Tendsto (H1 v C C0 X K) atTop (𝓝 0) := by
    rw [mul_zero] at hg
    refine hg.congr (fun t => ?_)
    simp only [Function.comp_apply, pow_one, H1, neg_mul]
    field_simp
  have h := (h0.add h1).const_add ε
  rw [add_zero, add_neg_cancel] at h
  exact h

end

end CorrelationTendstoZero
```

The error:

```
Main.lean:69:36: error: linarith failed to find a contradiction
a b ε K v C C0 X : ℝ
ha : 0 < a
hb : 0 < b
hε : ε < 0
hK : 0 < K
hA : 0 < gasA a b ε
hexp : 1 + 2 * a / b * (1 / gasA a b ε) = Real.exp (-2 * a * ε / b ^ 2)
hsq : Tendsto (fun t => t ^ 2) atTop atTop
u : ℝ
a✝ : 1 + gasA a b ε * u + gasA a b ε ^ 2 * u ^ 2 < gasA a b ε * id u
⊢ False
failed
```

Fix (accepted with no message):

```diff
@@ -64,8 +64,10 @@
   obtain ⟨hA, hexp⟩ := gasA_spec ha hb hε
   have hsq : Tendsto (fun t : ℝ => t ^ 2) atTop atTop := tendsto_pow_atTop two_ne_zero
-  -- the saturating function reaches 1/A
+  -- the saturating function tends to 1/A
   have hD : Tendsto (fun u : ℝ => 1 + gasA a b ε * u + gasA a b ε ^ 2 * u ^ 2)
       atTop atTop :=
-    tendsto_atTop_mono (fun u => by nlinarith [sq_nonneg (gasA a b ε * u)])
+    tendsto_atTop_mono (fun u => by
+        change gasA a b ε * u ≤ 1 + gasA a b ε * u + gasA a b ε ^ 2 * u ^ 2
+        nlinarith [sq_nonneg (gasA a b ε * u)])
       (Tendsto.const_mul_atTop hA tendsto_id)
   have hs : Tendsto (sat (gasA a b ε)) atTop (𝓝 (1 / gasA a b ε)) := by
```

Cause. The error arises in the proof that the denominator of the saturating function tends to infinity. There `tendsto_atTop_mono` compares the denominator with a smaller function that is already known to diverge. That function comes from `Tendsto.const_mul_atTop hA tendsto_id`, so it is `gasA a b ε * id u`, as the negated goal in the message shows.

The inequality is true, since `id u` is `u` by definition, but the arithmetic in `nlinarith` does not unfold `id`. It treats `id u` and `u` as unrelated quantities, so the linear terms on the two sides do not cancel and no contradiction is found.

The added `change` restates the goal with `u` in place of `id u`, which Lean accepts because the two forms are definitionally equal. The linear terms now cancel, leaving `0 ≤ 1 + gasA a b ε ^ 2 * u ^ 2`, which follows from the square already supplied as a hint.

The diff also corrects a comment, which has no bearing on the error. The old comment said that the saturating function reaches `1/A`, but for positive `A` it always lies strictly below `1/A`, as `sat_eq` shows, and only tends to it.
